# For l ≥ 1, the collinear part of L·S keeps its highest energy but raises its lowest

Put one electron in a p shell, $l=1$, with spin-orbit energy $\xi\,\mathbf L\cdot\mathbf S$, where $S_a=\sigma_a/2$, $\hbar=1$ and $\xi>0$ is the coupling constant of the shell. Set $\xi=1$. The states $|m{=}1,\downarrow\rangle$ and $|m{=}0,\uparrow\rangle$ mix through

$$\begin{pmatrix}-\tfrac12&\tfrac1{\sqrt2}\\ \tfrac1{\sqrt2}&0\end{pmatrix},$$

with eigenvalues $\tfrac12$ and $-1$. The collinear treatment considered here keeps only $L_zS_z$. The off-diagonal entries vanish, and the energies become $-\tfrac12$ and $0$. The energy $\tfrac12$ survives in $|1,\uparrow\rangle$, which has no partner to mix with, but nothing in the shell reaches $-1$ any more.

The problems below treat general $l$ for a single non-interacting shell; in electronic-structure work this is the local spin-orbit term of an atom. That a real shell is described by one constant $\xi$, without crystal field, exchange or mixing with other shells, is assumed.

In Lean 4 with Mathlib:

```lean
import Mathlib

open Matrix
open scoped Kronecker

namespace CollinearSpinOrbit

noncomputable section
```

States are numbered by $k=l-m$, so $k=0$ is the highest $m$.

```lean
/-- The matrix `L_z`, diagonal with entries `m = l - k` for `k = 0, …, 2l`. -/
def Lz (l : ℕ) : Matrix (Fin (2 * l + 1)) (Fin (2 * l + 1)) ℂ :=
  diagonal fun k => (l : ℂ) - ((k : ℕ) : ℂ)
```

The raising matrix acts as $L_+|k\rangle=\sqrt{k(2l+1-k)}\,|k-1\rangle$, the textbook $\sqrt{l(l+1)-m(m+1)}$ in terms of $k$. It is real, so $L_-$ is its transpose.

```lean
/-- The ladder coefficient `√(j (2l + 1 - j))`, for `j ≤ 2l + 1`. -/
def coeff (l j : ℕ) : ℂ := ((√((j : ℝ) * (2 * l + 1 - j)) : ℝ) : ℂ)

/-- The real raising matrix `L_+`; its transpose is `L_-`. -/
def Lplus (l : ℕ) : Matrix (Fin (2 * l + 1)) (Fin (2 * l + 1)) ℂ :=
  of fun i j => if (i : ℕ) + 1 = (j : ℕ) then coeff l j else 0
```

The symbol `⊗ₖ` is the Kronecker product, with the orbital index first; spin index 0 is up. `collinear` is $L_zS_z$ and `spinOrbit` is $\mathbf L\cdot\mathbf S$, with $L_x$ and $L_y$ written through $L_\pm$.

```lean
/-- The collinear operator `L_z ⊗ σ_z / 2`. -/
def collinear (l : ℕ) : Matrix (Fin (2 * l + 1) × Fin 2) (Fin (2 * l + 1) × Fin 2) ℂ :=
  Lz l ⊗ₖ diagonal ![1 / 2, -(1 / 2)]

/-- The full operator `∑ L_a ⊗ σ_a / 2`, with `L_x = (L_+ + L_-) / 2` and
`L_y = -i (L_+ - L_-) / 2`. -/
def spinOrbit (l : ℕ) : Matrix (Fin (2 * l + 1) × Fin 2) (Fin (2 * l + 1) × Fin 2) ℂ :=
  ((1 / 2 : ℂ) • (Lplus l + (Lplus l)ᵀ)) ⊗ₖ !![0, 1 / 2; 1 / 2, 0]
    + ((-Complex.I / 2) • (Lplus l - (Lplus l)ᵀ)) ⊗ₖ !![0, -(Complex.I / 2); Complex.I / 2, 0]
    + collinear l
```

The degeneracy of $E$ is the dimension of its eigenspace, and is zero if $E$ is not an eigenvalue. `levels` collects the real eigenvalues; both operators are Hermitian, so these are all of them.

```lean
variable {n : Type*} [Fintype n] [DecidableEq n]

/-- The degeneracy of the energy `E`: the dimension of its eigenspace. -/
def degeneracy (A : Matrix n n ℂ) (E : ℝ) : ℕ :=
  Module.finrank ℂ (Module.End.eigenspace (toLin' A) (E : ℂ))

/-- The levels of an operator: its real eigenvalues. -/
def levels (A : Matrix n n ℂ) : Set ℝ := {E | ∃ v ≠ 0, A *ᵥ v = (E : ℂ) • v}
```

## (a) The total orbital angular momentum

Show from the matrix entries that

$$L_z^2+L_-L_++L_z=L_z^2+L_+L_--L_z=l(l+1).$$

**Solution.** Raising and then lowering gives $L_-L_+|k\rangle=k(2l+1-k)|k\rangle$. In the other order, $L_+L_-|k\rangle=(k+1)(2l-k)|k\rangle$. Both products vanish correctly at the ends of the ladder. With $L_z|k\rangle=(l-k)|k\rangle$,

$$(l-k)^2+k(2l+1-k)+(l-k)=l^2+l,$$
$$(l-k)^2+(k+1)(2l-k)-(l-k)=l^2+l.$$

In the proof, `c2` squares the root, while `hm` and `hp` are the two diagonal products. Each matrix sum reduces to its single nonzero term, with the end of the ladder treated separately.

```lean
/-- The spin-`l` matrices satisfy `L² = l (l + 1)`, with `L²` written as `L_z² + L_- L_+ + L_z`
and as `L_z² + L_+ L_- - L_z`. -/
theorem casimir (l : ℕ) :
    Lz l * Lz l + (Lplus l)ᵀ * Lplus l + Lz l = ((l : ℂ) * (l + 1)) • 1 ∧
    Lz l * Lz l + Lplus l * (Lplus l)ᵀ - Lz l = ((l : ℂ) * (l + 1)) • 1 := by
  have c2 : ∀ j : ℕ, j ≤ 2 * l + 1 → coeff l j * coeff l j = (j : ℂ) * (2 * l + 1 - j) := by
    intro j hj
    have hj' : (j : ℝ) ≤ 2 * l + 1 := by exact_mod_cast hj
    rw [coeff, ← Complex.ofReal_mul,
      Real.mul_self_sqrt (mul_nonneg (Nat.cast_nonneg j) (sub_nonneg.2 hj'))]
    norm_cast
  have hm : (Lplus l)ᵀ * Lplus l = diagonal fun k : Fin (2 * l + 1) =>
      ((k : ℕ) : ℂ) * (2 * l + 1 - ((k : ℕ) : ℂ)) := by
    ext i k
    simp only [Matrix.mul_apply, Lplus, transpose_apply, of_apply, diagonal_apply]
    obtain ⟨_ | p, hi⟩ := i
    · simp
    · rw [Finset.sum_eq_single ⟨p, by omega⟩]
      · rcases eq_or_ne (⟨p + 1, hi⟩ : Fin (2 * l + 1)) k with rfl | h
        · simp only [↓reduceIte]
          exact c2 (p + 1) hi.le
        · have h' : ¬ p + 1 = (k : ℕ) := fun e => h (Fin.ext e)
          simp [h, h']
      · intro j _ hj
        have h' : ¬ (j : ℕ) = p := fun e => hj (Fin.ext e)
        simp [h']
      · simp
  have hp : Lplus l * (Lplus l)ᵀ = diagonal fun k : Fin (2 * l + 1) =>
      (((k : ℕ) : ℂ) + 1) * (2 * l - ((k : ℕ) : ℂ)) := by
    ext i k
    simp only [Matrix.mul_apply, Lplus, transpose_apply, of_apply, diagonal_apply]
    by_cases hi : (i : ℕ) + 1 < 2 * l + 1
    · rw [Finset.sum_eq_single ⟨(i : ℕ) + 1, hi⟩]
      · rcases eq_or_ne i k with rfl | h
        · have h2 := c2 ((i : ℕ) + 1) hi.le
          push_cast at h2
          simp only [↓reduceIte]
          linear_combination h2
        · have h' : ¬ (k : ℕ) = (i : ℕ) := fun e => h (Fin.ext e.symm)
          simp [h, h']
      · intro j _ hj
        have h' : ¬ (i : ℕ) + 1 = (j : ℕ) := fun e => hj (Fin.ext e.symm)
        simp [h']
      · simp
    · have hs : ∀ j : Fin (2 * l + 1), ¬ (i : ℕ) + 1 = (j : ℕ) := fun j => by omega
      have h2 : (i : ℕ) = 2 * l := by omega
      simp only [hs, ↓reduceIte, zero_mul, Finset.sum_const_zero]
      simp [h2]
  rw [hm, hp, Lz, diagonal_mul_diagonal]
  constructor <;>
  · ext i j
    rcases eq_or_ne i j with rfl | h
    · simp
      ring
    · simp [h]
```

## (b) The ladder commutator

Show that $L_+$ raises $m$ by one:

$$[L_z,L_+]=L_+.$$

**Solution.** The $(i,j)$ entry of the commutator is $\big((l-i)-(l-j)\big)(L_+)_{ij}=(j-i)(L_+)_{ij}$. The entry $(L_+)_{ij}$ is nonzero only for $j=i+1$, where the factor is 1. The proof splits into these same two cases.

```lean
/-- The raising matrix raises `m` by one: `[L_z, L_+] = L_+`. -/
theorem raising (l : ℕ) : Lz l * Lplus l - Lplus l * Lz l = Lplus l := by
  ext i j
  rw [Matrix.sub_apply, Lz, diagonal_mul, mul_diagonal]
  simp only [Lplus, of_apply]
  split_ifs with h
  · have h' : ((j : ℕ) : ℂ) = ((i : ℕ) : ℂ) + 1 := by exact_mod_cast h.symm
    rw [h']
    ring
  · ring
```

## (c) A quadratic relation for L·S

Show that

$$(\mathbf L\cdot\mathbf S)^2=\frac{l(l+1)}4-\frac12\,\mathbf L\cdot\mathbf S.$$

**Solution.** Since $L_x\pm iL_y=L_\pm$, twice the operator has the spin blocks

$$D=2\,\mathbf L\cdot\mathbf S=\begin{pmatrix}L_z&L_-\\L_+&-L_z\end{pmatrix}.$$

Its square is

$$D^2=\begin{pmatrix}L_z^2+L_-L_+&[L_z,L_-]\\-[L_z,L_+]&L_z^2+L_+L_-\end{pmatrix}.$$

By (a) the diagonal blocks are $l(l+1)\mp L_z$. By (b) and its transpose, $[L_z,L_-]=-L_-$, the off-diagonal blocks are $-L_-$ and $-L_+$. Hence $D^2=l(l+1)-D$, and division by 4 gives the claim.

In the proof, `hX` is the ladder form and `hDD` the relation for $D$. The four `linear_combination` lines are the four spin blocks.

```lean
/-- The spin-orbit operator obeys `(L·S)² = l (l + 1) / 4 - (L·S) / 2`. -/
theorem spinOrbit_sq (l : ℕ) : spinOrbit l * spinOrbit l =
    ((l : ℂ) * (l + 1) / 4) • 1 - (1 / 2 : ℂ) • spinOrbit l := by
  have hm := congrArg transpose (raising l)
  rw [transpose_sub, transpose_mul, transpose_mul,
    show (Lz l)ᵀ = Lz l from diagonal_transpose _] at hm
  -- twice the operator, in ladder form
  obtain ⟨D, hD⟩ : ∃ D, D = Lz l ⊗ₖ !![(1 : ℂ), 0; 0, -1] + (Lplus l)ᵀ ⊗ₖ !![(0 : ℂ), 1; 0, 0]
    + Lplus l ⊗ₖ !![(0 : ℂ), 0; 1, 0] := ⟨_, rfl⟩
  have hX : spinOrbit l = (1 / 2 : ℂ) • D := by
    rw [hD]
    ext ⟨i, s⟩ ⟨j, t⟩
    fin_cases s <;> fin_cases t <;> simp [spinOrbit, collinear, kroneckerMap_apply] <;>
      first | ring1 | (ring_nf; simp only [Complex.I_sq]; ring1)
  have hDD : D * D = ((l : ℂ) * (l + 1)) • 1 - D := by
    rw [hD, ← one_kronecker_one]
    simp only [add_mul, mul_add, ← mul_kronecker_mul]
    ext ⟨i, s⟩ ⟨j, t⟩
    have e1 := congrFun (congrFun (casimir l).1 i) j
    have e2 := congrFun (congrFun (casimir l).2 i) j
    have e3 := congrFun (congrFun (raising l) i) j
    have e4 := congrFun (congrFun hm i) j
    simp only [Matrix.add_apply, Matrix.sub_apply, Matrix.smul_apply, smul_eq_mul,
      transpose_apply] at e1 e2 e3 e4
    fin_cases s <;> fin_cases t <;> simp [kroneckerMap_apply, one_fin_two]
    · linear_combination e1
    · linear_combination -e4
    · linear_combination -e3
    · linear_combination e2
  rw [hX, smul_mul_smul_comm, hDD]
  module
```

## (d) Degeneracy from a trace

Let $A$ be an $N\times N$ matrix with $A^2=(a+b)A-ab$ for real $a\ne b$, and let $g_a$ be the degeneracy of $a$. Show that

$$g_a\,(a-b)=\operatorname{tr}A-bN.$$

**Solution.** Set $P=(A-b)/(a-b)$. The hypothesis says $(A-a)(A-b)=0$, so $AP=aP$, and $P$ maps every vector into the eigenspace of $a$. If $Ax=ax$, then $Px=x$. Thus $P$ is a projector onto that eigenspace. In a basis that starts with the eigenspace, its trace counts the dimension: $g_a=\operatorname{tr}P=(\operatorname{tr}A-bN)/(a-b)$.

`hP` proves the two properties of $P$, and `hP.trace` equates trace and dimension. For $a=b$ the formula reads $0=0$ and fixes nothing: the $2\times2$ zero matrix and $\begin{pmatrix}0&1\\0&0\end{pmatrix}$ both square to zero, yet their null spaces have dimensions 2 and 1.

```lean
/-- If `A² = (a + b) A - a b` with `a ≠ b`, the trace of `A` fixes the degeneracy of `a`. -/
theorem two_level (A : Matrix n n ℂ) {a b : ℝ} (hab : a ≠ b)
    (h : A * A = ((a : ℂ) + b) • A - ((a : ℂ) * b) • 1) :
    (degeneracy A a : ℂ) * (a - b) = A.trace - b * Fintype.card n := by
  have h0 : (a : ℂ) - b ≠ 0 := sub_ne_zero.2 fun e => hab (Complex.ofReal_injective e)
  -- the spectral projector onto the eigenspace of `a`
  have hP : LinearMap.IsProj (Module.End.eigenspace (toLin' A) (a : ℂ))
      (toLin' (((a : ℂ) - b)⁻¹ • (A - (b : ℂ) • 1))) := by
    constructor
    · intro x
      rw [Module.End.mem_eigenspace_iff, toLin'_apply, toLin'_apply, mulVec_mulVec,
        ← smul_mulVec, mul_smul_comm, mul_sub, h, mul_smul_comm, mul_one]
      congr 1
      module
    · intro x hx
      rw [Module.End.mem_eigenspace_iff, toLin'_apply] at hx
      rw [toLin'_apply, smul_mulVec, sub_mulVec, smul_mulVec, one_mulVec, hx, ← sub_smul,
        smul_smul, inv_mul_cancel₀ h0, one_smul]
  have ht := hP.trace
  rw [LinearMap.trace_eq_matrix_trace ℂ (Pi.basisFun ℂ n), LinearMap.toMatrix_eq_toMatrix',
    LinearMap.toMatrix'_toLin', trace_smul, trace_sub, trace_smul, trace_one, smul_eq_mul,
    smul_eq_mul] at ht
  rw [degeneracy, ← ht]
  linear_combination (A.trace - b * Fintype.card n) * inv_mul_cancel₀ h0
```

## (e) Counting the states

Show that

$$g_{l/2}=2l+2,\qquad g_{-(l+1)/2}=2l.$$

**Solution.** Take $a=l/2$ and $b=-(l+1)/2$. Then $a+b=-\tfrac12$ and $ab=-l(l+1)/4$, so (c) is the hypothesis of (d). The trace of a Kronecker product is the product of the traces, and the Pauli matrices are traceless, so $\operatorname{tr}\mathbf L\cdot\mathbf S=0$. With $N=2(2l+1)$ and $a-b=(2l+1)/2$,

$$g_a\,\frac{2l+1}2=(l+1)(2l+1),\qquad g_b\,\frac{2l+1}2=l(2l+1).$$

The proof applies `two_level` twice, with $a$ and $b$ exchanged the second time, and cancels $2l+1$.

```lean
/-- For the full operator, the degeneracy of `l / 2` is `2l + 2` and that of `-(l + 1) / 2` is `2l`,
which is zero for `l = 0`. -/
theorem spinOrbit_degeneracy (l : ℕ) :
    degeneracy (spinOrbit l) ((l : ℝ) / 2) = 2 * l + 2 ∧
    degeneracy (spinOrbit l) (-((l : ℝ) + 1) / 2) = 2 * l := by
  have hl : 2 * (l : ℂ) + 1 ≠ 0 := by exact_mod_cast Nat.succ_ne_zero (2 * l)
  have hab : (l : ℝ) / 2 ≠ -((l : ℝ) + 1) / 2 := by
    have : (0 : ℝ) ≤ l := Nat.cast_nonneg l
    intro h
    linarith
  have htr : (spinOrbit l).trace = 0 := by
    simp [spinOrbit, collinear, trace_kronecker, trace_fin_two]
  have h1 := two_level (spinOrbit l) hab (by rw [spinOrbit_sq]; push_cast; module)
  have h2 := two_level (spinOrbit l) hab.symm (by rw [spinOrbit_sq]; push_cast; module)
  simp only [htr, Fintype.card_prod, Fintype.card_fin] at h1 h2
  push_cast at h1 h2
  constructor
  · have h : (degeneracy (spinOrbit l) ((l : ℝ) / 2) : ℂ) = 2 * l + 2 :=
      mul_right_cancel₀ hl (by linear_combination 2 * h1)
    exact_mod_cast h
  · have h : (degeneracy (spinOrbit l) (-((l : ℝ) + 1) / 2) : ℂ) = 2 * l :=
      mul_right_cancel₀ hl (by linear_combination -2 * h2)
    exact_mod_cast h
```

## (f) No other levels

For $l\ge1$, show that the set of levels is

$$\{\,l/2,\;-(l+1)/2\,\}.$$

**Solution.** Applied to an eigenvector of energy $E$, relation (c) gives

$$\Big(E-\frac l2\Big)\Big(E+\frac{l+1}2\Big)=0.$$

Conversely, both energies occur, because their degeneracies in (e) are nonzero. This is where $l\ge1$ enters: for $l=0$ the operator is zero, its only level is 0, and $-\tfrac12$ is absent. In the proof, `key` turns a nonzero degeneracy into an eigenvector.

```lean
/-- For `l ≥ 1` the full operator has exactly the two levels `l / 2` and `-(l + 1) / 2`. -/
theorem spinOrbit_levels (l : ℕ) (hl : 1 ≤ l) :
    levels (spinOrbit l) = {(l : ℝ) / 2, -((l : ℝ) + 1) / 2} := by
  have key : ∀ E, degeneracy (spinOrbit l) E ≠ 0 → E ∈ levels (spinOrbit l) := by
    intro E h
    have h' : Module.End.eigenspace (toLin' (spinOrbit l)) (E : ℂ) ≠ ⊥ :=
      fun e => h (by rw [degeneracy, e, finrank_bot])
    obtain ⟨v, hv, h0⟩ := Submodule.exists_mem_ne_zero_of_ne_bot h'
    exact ⟨v, h0, by rw [← toLin'_apply]; exact Module.End.mem_eigenspace_iff.1 hv⟩
  obtain ⟨d1, d2⟩ := spinOrbit_degeneracy l
  ext E
  constructor
  · rintro ⟨v, hv, hx⟩
    -- the quadratic relation, applied to the eigenvector
    have h := congrArg (fun A => A *ᵥ v) (spinOrbit_sq l)
    simp only [← mulVec_mulVec, sub_mulVec, smul_mulVec, one_mulVec, hx, mulVec_smul] at h
    have h0 : (((E : ℂ) - l / 2) * (E + (l + 1) / 2)) • v = 0 := by
      linear_combination (norm := module) h
    have h1 : (E - (l : ℝ) / 2) * (E + ((l : ℝ) + 1) / 2) = 0 := by
      apply Complex.ofReal_injective
      push_cast
      exact (smul_eq_zero.1 h0).resolve_right hv
    rcases mul_eq_zero.1 h1 with h2 | h2
    · exact Or.inl (by linarith)
    · exact Or.inr (Set.mem_singleton_iff.2 (by linarith))
  · rintro (rfl | rfl)
    · exact key _ (by omega)
    · exact key _ (by omega)
```

## (g) The collinear spectrum

Show that the levels of $L_zS_z$ are

$$\frac{l-k}2,\qquad k=0,\dots,2l.$$

**Solution.** The operator is diagonal in the product basis, with entries $(l-k)/2$ for spin up and $-(l-k)/2$ for spin down. The spin-down entry at $k$ equals the spin-up entry at $2l-k$, which is `k.rev` in the proof, so spin down adds no new energy. Conversely, each listed value has the spin-up basis vector as eigenvector.

Each energy thus belongs to two product states, so the top level keeps its energy but, for $l\ge1$, not its degeneracy $2l+2$; this count is an addition to the theorem below.

If $L_zS_z$ is kept in a calculation with separate spin-up and spin-down Hamiltonians, it enters as $+\xi L_z/2$ in one and $-\xi L_z/2$ in the other. The blocks containing $L_\pm$, which would connect the two, are absent.

```lean
/-- The levels of the collinear operator are `(l - k) / 2` for `k = 0, …, 2l`. -/
theorem collinear_levels (l : ℕ) : levels (collinear l) =
    Set.range fun k : Fin (2 * l + 1) => ((l : ℝ) - ((k : ℕ) : ℝ)) / 2 := by
  ext E
  simp only [levels, collinear, Lz, diagonal_kronecker_diagonal, Set.mem_ofPred_eq, Set.mem_range]
  constructor
  · rintro ⟨v, hv, h⟩
    obtain ⟨⟨k, s⟩, hk⟩ := Function.ne_iff.1 hv
    have e := congrFun h (k, s)
    rw [mulVec_diagonal, Pi.smul_apply, smul_eq_mul] at e
    have e' := mul_right_cancel₀ hk e
    fin_cases s
    · have e2 : ((l : ℂ) - ((k : ℕ) : ℂ)) * (1 / 2) = E := e'
      refine ⟨k, Complex.ofReal_injective ?_⟩
      push_cast
      linear_combination e2
    · -- spin down at `m` has the energy of spin up at `-m`
      have e2 : ((l : ℂ) - ((k : ℕ) : ℂ)) * (-(1 / 2)) = E := e'
      have hr : (k.rev : ℕ) + (k : ℕ) = 2 * l := by
        rw [Fin.val_rev]
        omega
      have hr' : ((k.rev : ℕ) : ℂ) + ((k : ℕ) : ℂ) = 2 * l := by exact_mod_cast hr
      refine ⟨k.rev, Complex.ofReal_injective ?_⟩
      simp only [Complex.ofReal_div, Complex.ofReal_sub, Complex.ofReal_natCast,
        Complex.ofReal_ofNat]
      linear_combination e2 - hr' / 2
  · rintro ⟨k, rfl⟩
    refine ⟨Pi.single (k, 0) 1, by simp, ?_⟩
    ext p
    rw [mulVec_diagonal, Pi.smul_apply, smul_eq_mul]
    rcases eq_or_ne p (k, 0) with rfl | h
    · simp
      ring
    · simp [h]
```

## (h) The extreme levels compared

For $l\ge1$, show that

$$E_{\max}^{\rm full}=E_{\max}^{\rm coll}=\frac l2,\qquad E_{\min}^{\rm full}=-\frac{l+1}2,\qquad E_{\min}^{\rm coll}=-\frac l2.$$

**Solution.** The full values are the two elements of the set in (f). The collinear ones are $k=0$ and $k=2l$ in (g). With the constant $\xi$ put back, the collinear treatment raises the lowest level by $\xi/2$ for every $l\ge1$; in a d shell it moves from $-3\xi/2$ to $-\xi$.

`IsGreatest` and `IsLeast` require that the value is a level and that it bounds all the others; the proof checks both from the explicit sets.

```lean
/-- For `l ≥ 1` the full and the collinear operator share the highest level `l / 2`, while the
lowest level is `-(l + 1) / 2` for the full operator and `-l / 2` for the collinear one. -/
theorem collinear_level_shift (l : ℕ) (hl : 1 ≤ l) :
    (IsGreatest (levels (spinOrbit l)) ((l : ℝ) / 2) ∧
      IsLeast (levels (spinOrbit l)) (-((l : ℝ) + 1) / 2)) ∧
    (IsGreatest (levels (collinear l)) ((l : ℝ) / 2) ∧
      IsLeast (levels (collinear l)) (-(l : ℝ) / 2)) := by
  have hl0 : (0 : ℝ) ≤ l := Nat.cast_nonneg l
  rw [spinOrbit_levels l hl, collinear_levels]
  refine ⟨⟨⟨Or.inl rfl, ?_⟩, ⟨Or.inr rfl, ?_⟩⟩,
    ⟨⟨⟨0, by omega⟩, by simp⟩, ?_⟩, ⟨⟨⟨2 * l, by omega⟩, by push_cast; ring⟩, ?_⟩⟩
  · rintro E (rfl | rfl) <;> linarith
  · rintro E (rfl | rfl) <;> linarith
  · rintro E ⟨k, rfl⟩
    have h0 : (0 : ℝ) ≤ ((k : ℕ) : ℝ) := Nat.cast_nonneg _
    dsimp only
    linarith
  · rintro E ⟨k, rfl⟩
    have h1 : ((k : ℕ) : ℝ) ≤ 2 * l := by exact_mod_cast Nat.lt_succ_iff.1 k.isLt
    dsimp only
    linarith

end

end CollinearSpinOrbit
```

```lean
#print axioms CollinearSpinOrbit.collinear_level_shift
-- 'CollinearSpinOrbit.collinear_level_shift' depends on axioms: [propext, Classical.choice, Quot.sound]
```
